# Symmetry averaging makes real PAW occupancy matrices covariant and preserves positive semidefiniteness

Take a dimer whose atoms, labelled 1 and −1, are exchanged by inversion. Each atom carries the same two partial-wave channels: channel 0 is even, such as an s function, and channel 1 is odd, such as a p function along the bond, pointing the same way on both atoms. Let ρ(a) be the real 2×2 occupancy matrix on atom a. Inversion swaps the atoms and acts on the channels by P = diag(1, −1), so the symmetry average on atom 1 is

ρ̄(1) = ½ [ρ(1) + P ρ(−1) P].

The two factors of P cancel in the diagonal elements and leave one minus sign in the others:

ρ̄₀₀(1) = ½ [ρ₀₀(1) + ρ₀₀(−1)],

ρ̄₀₁(1) = ½ [ρ₀₁(1) − ρ₀₁(−1)].

In a symmetric dimer the even-odd elements of the two atoms are opposite. The average keeps them, whereas a plain mean over the atoms would erase this on-site polarisation.

## Atoms, channels and symmetry operations

In general a group `G` acts on a set of atoms `A`, and `n` is a finite set of channels, the same for every atom. Lean writes the action of g on a as `g • a`.

```lean
import Mathlib

open Matrix

namespace PAWOccupancySymmetrization

noncomputable section

variable {G A n : Type*} [Group G] [MulAction G A] [Fintype n] [DecidableEq n]
```

A representation D assigns each operation a real matrix on the channels, with D(1) = 1 and D(hg) = D(h)D(g). This is the type `G →* Matrix n n ℝ`. The family ρ is covariant if symmetry-related atoms carry correspondingly transformed matrices:

ρ(ha) = D(h) ρ(a) D(h)ᵀ.

Here ρ is any family of real matrices; its construction from projected wave functions is not modelled, nor are complex or spinor occupancies.

```lean
/-- On-site matrices are covariant if the matrix on the atom `h • a` is the matrix on the
atom `a` transformed by the representation matrix of `h`. -/
def IsCovariant (D : G →* Matrix n n ℝ) (ρ : A → Matrix n n ℝ) : Prop :=
  ∀ (h : G) (a : A), ρ (h • a) = D h * ρ a * (D h)ᵀ
```

For finite G with |G| elements, the average is

ρ̄(a) = (1/|G|) Σ_g D(g) ρ(g⁻¹a) D(g)ᵀ.

Such an average can complete occupancy matrices accumulated over symmetry-reduced k-points, within this model of real matrices and a finite group.

```lean
variable [Fintype G]

/-- The group average of the on-site occupancy matrices: each operation `g` brings the matrix of the
atom `g⁻¹ • a` to the atom `a` and transforms its partial-wave channels by `D g`. -/
def symmetrize (D : G →* Matrix n n ℝ) (ρ : A → Matrix n n ℝ) (a : A) : Matrix n n ℝ :=
  (Fintype.card G : ℝ)⁻¹ • ∑ g : G, D g * ρ (g⁻¹ • a) * (D g)ᵀ
```

## Relabelling the group sum gives covariance

On the atom ha, replace the summation variable g by hg. Since (hg)⁻¹ha = g⁻¹a,

ρ̄(ha) = (1/|G|) Σ_g D(hg) ρ(g⁻¹a) D(hg)ᵀ
= D(h) [(1/|G|) Σ_g D(g) ρ(g⁻¹a) D(g)ᵀ] D(h)ᵀ
= D(h) ρ̄(a) D(h)ᵀ.

In the proof, `Equiv.sum_comp` with `Equiv.mulLeft h` performs the replacement, and `e` is the identity for the atom label. Orthogonality of D is not needed.

```lean
/-- The averaged occupancy matrices of symmetry-related atoms are related by the
representation matrices. -/
theorem symmetrize_covariant (D : G →* Matrix n n ℝ) (ρ : A → Matrix n n ℝ) :
    IsCovariant D (symmetrize D ρ) := by
  intro h a
  unfold symmetrize
  rw [Matrix.mul_smul, Matrix.smul_mul, Finset.mul_sum, Finset.sum_mul]
  congr 1
  -- relabel the group sum by g → h g
  refine (Equiv.sum_comp (Equiv.mulLeft h)
    (fun g => D g * ρ (g⁻¹ • h • a) * (D g)ᵀ)).symm.trans ?_
  apply Finset.sum_congr rfl
  intro g _
  have e : (h * g)⁻¹ • h • a = g⁻¹ • a := by
    rw [smul_smul, _root_.mul_inv_rev, inv_mul_cancel_right]
  simp only [Equiv.coe_mulLeft, e, map_mul, Matrix.transpose_mul, Matrix.mul_assoc]
```

## Covariant families are the fixed points

If ρ̄ = ρ, then ρ is covariant by the previous result. Conversely, if ρ is covariant, every term of the average is already the matrix on a:

D(g) ρ(g⁻¹a) D(g)ᵀ = ρ(gg⁻¹a) = ρ(a).

The sum is then |G| ρ(a), and the prefactor returns ρ(a). The step `term` is this equation.

```lean
/-- Averaging leaves a set of occupancy matrices unchanged exactly when it is covariant. -/
theorem symmetrize_eq_self_iff (D : G →* Matrix n n ℝ) (ρ : A → Matrix n n ℝ) :
    symmetrize D ρ = ρ ↔ IsCovariant D ρ := by
  constructor
  · intro e
    rw [← e]
    exact symmetrize_covariant D ρ
  · intro h
    funext a
    have hc : (Fintype.card G : ℝ) ≠ 0 := Nat.cast_ne_zero.mpr Fintype.card_ne_zero
    -- every term of the average equals the matrix on the atom itself
    have term : ∀ g : G, D g * ρ (g⁻¹ • a) * (D g)ᵀ = ρ a := by
      intro g
      rw [← h g (g⁻¹ • a), smul_inv_smul]
    unfold symmetrize
    rw [Finset.sum_congr rfl (fun g _ => term g), Finset.sum_const, Finset.card_univ,
      ← Nat.cast_smul_eq_nsmul ℝ, smul_smul, inv_mul_cancel₀ hc, one_smul]
```

The average is itself covariant, so a second averaging leaves it unchanged.

```lean
/-- Averaging a second time changes nothing. -/
theorem symmetrize_idempotent (D : G →* Matrix n n ℝ) (ρ : A → Matrix n n ℝ) :
    symmetrize D (symmetrize D ρ) = symmetrize D ρ :=
  (symmetrize_eq_self_iff D _).mpr (symmetrize_covariant D ρ)
```

## Occupations stay non-negative

Suppose every ρ(a) is positive semidefinite, which for real matrices in Lean includes being symmetric. For any vector v,

vᵀ D(g) ρ(g⁻¹a) D(g)ᵀ v = (D(g)ᵀv)ᵀ ρ(g⁻¹a) (D(g)ᵀv) ≥ 0.

Each term is also symmetric, and sums and positive multiples preserve both properties. The proof applies these facts in turn, again for any real representation.

```lean
/-- If the occupancy matrix of every atom is positive semidefinite, so is every averaged
occupancy matrix. -/
theorem symmetrize_posSemidef (D : G →* Matrix n n ℝ) (ρ : A → Matrix n n ℝ)
    (hρ : ∀ a, (ρ a).PosSemidef) (a : A) : (symmetrize D ρ a).PosSemidef := by
  unfold symmetrize
  refine Matrix.PosSemidef.smul (Matrix.posSemidef_sum _ ?_) (by positivity)
  intro g _
  have h := (hρ (g⁻¹ • a)).mul_mul_conjTranspose_same (D g)
  rwa [Matrix.conjTranspose_eq_transpose_of_trivial] at h
```

## An upper bound of one survives orthogonal averaging

Now let D(g)D(g)ᵀ = 1, as for rotations of real orthonormal angular functions. The condition that 1 − ρ(a) be positive semidefinite stands for the Pauli bound on spin-resolved occupations in orthonormal channels. General PAW partial waves need not be orthonormal, so the bound is a hypothesis here. Averaging the hole matrices 1 − ρ gives

(1/|G|) Σ_g D(g) [1 − ρ(g⁻¹a)] D(g)ᵀ
= (1/|G|) Σ_g D(g)D(g)ᵀ − ρ̄(a)
= 1 − ρ̄(a).

This is the step `hole`; positivity of the averaged holes then follows from the preceding theorem.

```lean
/-- For an orthogonal representation, if `1 - ρ` is positive semidefinite on every atom, then
it remains so after averaging. -/
theorem symmetrize_le_one (D : G →* Matrix n n ℝ) (hD : ∀ g, D g * (D g)ᵀ = 1)
    (ρ : A → Matrix n n ℝ) (hρ : ∀ a, (1 - ρ a).PosSemidef) (a : A) :
    (1 - symmetrize D ρ a).PosSemidef := by
  have hc : (Fintype.card G : ℝ) ≠ 0 := Nat.cast_ne_zero.mpr Fintype.card_ne_zero
  -- the average of the hole matrices is the hole matrix of the average
  have hole : symmetrize D (fun b => 1 - ρ b) a = 1 - symmetrize D ρ a := by
    unfold symmetrize
    simp only [mul_sub, sub_mul, mul_one, hD, Finset.sum_sub_distrib, smul_sub]
    rw [Finset.sum_const, Finset.card_univ, ← Nat.cast_smul_eq_nsmul ℝ, smul_smul,
      inv_mul_cancel₀ hc, one_smul]
  rw [← hole]
  exact symmetrize_posSemidef D _ hρ a
```

## Symmetric observables keep their total expectation value

Let the atoms be finite in number, D orthogonal, and O a covariant family of on-site observable matrices. For one operation g, set a = gb and use D(g)ᵀD(g) = 1 and the cyclic property of the trace:

Σ_a tr[D(g) ρ(g⁻¹a) D(g)ᵀ O(a)]
= Σ_b tr[D(g) ρ(b) D(g)ᵀ D(g) O(b) D(g)ᵀ]
= Σ_b tr[D(g) ρ(b) O(b) D(g)ᵀ]
= Σ_b tr[ρ(b) O(b)].

Averaging over g gives

Σ_a tr[ρ̄(a) O(a)] = Σ_a tr[ρ(a) O(a)].

The step `key` treats one operation, and the final `calc` exchanges the atom and group sums. Only the total is preserved; contributions of individual atoms may change.

```lean
/-- For an orthogonal representation and finitely many atoms, averaging the occupancy matrices
preserves the total on-site expectation value of every covariant observable `O`. -/
theorem symmetrize_expectation [Fintype A] (D : G →* Matrix n n ℝ)
    (hD : ∀ g, D g * (D g)ᵀ = 1) (ρ O : A → Matrix n n ℝ) (hO : IsCovariant D O) :
    ∑ a, trace (symmetrize D ρ a * O a) = ∑ a, trace (ρ a * O a) := by
  have hc : (Fintype.card G : ℝ) ≠ 0 := Nat.cast_ne_zero.mpr Fintype.card_ne_zero
  -- a single operation only relabels the atoms in the total expectation value
  have key : ∀ g : G, ∑ a, trace (D g * ρ (g⁻¹ • a) * (D g)ᵀ * O a)
      = ∑ a, trace (ρ a * O a) := by
    intro g
    refine (Equiv.sum_comp (MulAction.toPerm g)
      (fun a => trace (D g * ρ (g⁻¹ • a) * (D g)ᵀ * O a))).symm.trans ?_
    apply Finset.sum_congr rfl
    intro a _
    have ht : (D g)ᵀ * D g = 1 := mul_eq_one_comm.mp (hD g)
    simp only [MulAction.toPerm_apply, inv_smul_smul, hO g a]
    calc trace (D g * ρ a * (D g)ᵀ * (D g * O a * (D g)ᵀ))
        = trace (D g * (ρ a * ((D g)ᵀ * D g) * O a) * (D g)ᵀ) := by
          simp only [Matrix.mul_assoc]
      _ = trace (ρ a * O a) := by
          rw [ht, mul_one, Matrix.trace_mul_comm, ← Matrix.mul_assoc, ht, one_mul]
  calc ∑ a, trace (symmetrize D ρ a * O a)
      = (Fintype.card G : ℝ)⁻¹ *
          ∑ g : G, ∑ a, trace (D g * ρ (g⁻¹ • a) * (D g)ᵀ * O a) := by
        rw [Finset.sum_comm, Finset.mul_sum]
        apply Finset.sum_congr rfl
        intro a _
        simp only [symmetrize, Matrix.smul_mul, Finset.sum_mul, Matrix.trace_smul,
          Matrix.trace_sum, smul_eq_mul]
    _ = ∑ a, trace (ρ a * O a) := by
        rw [Finset.sum_congr rfl (fun g _ => key g), Finset.sum_const, Finset.card_univ,
          nsmul_eq_mul, ← mul_assoc, inv_mul_cancel₀ hc, one_mul]
```

Without orthogonality both of the last two results can fail. Take one atom, G = {1, s}, ρ = 1 and

D(s) = (1 1; 0 −1),

with rows separated by the semicolon. Then D(s)² = 1, so D is a representation, but

ρ̄ = ½ [1 + D(s)D(s)ᵀ] = (3/2 −1/2; −1/2 1).

The first occupation exceeds one although 1 − ρ = 0. With the covariant choice O = ρ̄, the trace changes from tr(ρO) = 5/2 to tr(ρ̄O) = 15/4. This O transforms like ρ. The matrix elements of a symmetric operator between the channel functions instead obey O(ga) = (D(g)⁻¹)ᵀ O(a) D(g)⁻¹, which is the same rule for orthogonal D and preserves the total for every D. This example is computed in the text only.

## The dimer as an explicit instance

The group {1, −1} is `ℤˣ`, the units of the integers. It serves both as the group and as the set of atoms, on which it acts by multiplication. The representation of u is diag(1, u), which respects products because

diag(1, u) diag(1, v) = diag(1, uv).

```lean
/-- The inversion group `{1, -1}` acting on one even and one odd channel, such as
an s and a p function. -/
def parity : ℤˣ →* Matrix (Fin 2) (Fin 2) ℝ where
  toFun u := !![1, 0; 0, ((u : ℤ) : ℝ)]
  map_one' := by
    ext i j
    fin_cases i <;> fin_cases j <;> simp
  map_mul' u v := by
    ext i j
    fin_cases i <;> fin_cases j <;> simp [Matrix.mul_apply, Fin.sum_univ_succ]
```

Since u² = 1 for both elements,

diag(1, u) diag(1, u)ᵀ = diag(1, u²) = 1,

so the dimer satisfies the orthogonality hypothesis.

```lean
/-- The parity representation on one even and one odd channel is orthogonal. -/
theorem parity_orthogonal_witness (u : ℤˣ) : parity u * (parity u)ᵀ = 1 := by
  rcases Int.units_eq_one_or u with rfl | rfl <;> ext i j <;> fin_cases i <;> fin_cases j <;>
    simp [parity, Matrix.mul_apply, Fin.sum_univ_succ]
```

The group sum has two terms, the identity with ρ(1) and inversion with P ρ(−1) P. Written out in full,

ρ̄₀₀(1) = ½ [ρ₀₀(1) + ρ₀₀(−1)],
ρ̄₀₁(1) = ½ [ρ₀₁(1) − ρ₀₁(−1)],
ρ̄₁₀(1) = ½ [ρ₁₀(1) − ρ₁₀(−1)],
ρ̄₁₁(1) = ½ [ρ₁₁(1) + ρ₁₁(−1)].

The proof splits the sum with `hsum`, identifies the source atoms with `h1` and `h2`, and compares the four entries. Covariance gives the matrix on the other atom as P ρ̄(1) P.

```lean
/-- For two atoms `1` and `-1` exchanged by inversion, with one even and one odd channel, the
averaged matrix on atom `1` has as diagonal elements the means over the two atoms, and as even-odd
elements half the value on atom `1` minus the value on atom `-1`. -/
theorem symmetrize_dimer (ρ : ℤˣ → Matrix (Fin 2) (Fin 2) ℝ) :
    symmetrize parity ρ 1 =
      !![(ρ 1 0 0 + ρ (-1) 0 0) / 2, (ρ 1 0 1 - ρ (-1) 0 1) / 2;
         (ρ 1 1 0 - ρ (-1) 1 0) / 2, (ρ 1 1 1 + ρ (-1) 1 1) / 2] := by
  have hsum : ∀ f : ℤˣ → Matrix (Fin 2) (Fin 2) ℝ, ∑ g, f g = f 1 + f (-1) := by
    intro f
    rw [show (Finset.univ : Finset ℤˣ) = {1, -1} by decide, Finset.sum_pair (by decide)]
  have hcard : Fintype.card ℤˣ = 2 := by decide
  have h1 : (1 : ℤˣ)⁻¹ • (1 : ℤˣ) = 1 := by decide
  have h2 : (-1 : ℤˣ)⁻¹ • (1 : ℤˣ) = -1 := by decide
  have hp : parity (-1) = !![1, 0; 0, -1] := by simp [parity]
  unfold symmetrize
  rw [hsum, hcard, h1, h2, hp, map_one]
  ext i j
  fin_cases i <;> fin_cases j <;>
    simp [Matrix.mul_apply, Matrix.vecMul, dotProduct, Fin.sum_univ_succ] <;> ring

end

end PAWOccupancySymmetrization
```

```lean
#print axioms PAWOccupancySymmetrization.symmetrize_idempotent
#print axioms PAWOccupancySymmetrization.symmetrize_posSemidef
#print axioms PAWOccupancySymmetrization.symmetrize_expectation
#print axioms PAWOccupancySymmetrization.symmetrize_dimer
```

```
'PAWOccupancySymmetrization.symmetrize_idempotent' depends on axioms: [propext, Classical.choice, Quot.sound]
'PAWOccupancySymmetrization.symmetrize_posSemidef' depends on axioms: [propext, Classical.choice, Quot.sound]
'PAWOccupancySymmetrization.symmetrize_expectation' depends on axioms: [propext, Classical.choice, Quot.sound]
'PAWOccupancySymmetrization.symmetrize_dimer' depends on axioms: [propext, Classical.choice, Quot.sound]
```
